# No consistent kick-drift integrator with m kicks has a longer harmonic stability interval than m Verlet substeps

Let \(P\) be a real polynomial of degree at most \(m\) with \(P(0)=1\), \(P'(0)=-\tfrac12\) and \(|P|\le 1\) on \([0,L]\). Then \(L\le 4m^2\). For \(m\ge1\), the polynomial \(T_m(1-z/(2m^2))\) attains the bound, where \(T_m\) is the Chebyshev polynomial of the first kind.

In molecular dynamics the fastest vibration limits the time step \(h\). For a harmonic mode of frequency \(\omega\), put \(z=(h\omega)^2\). Take a splitting integrator built from free drifts and \(m\) kicks by the full force, with the drift weights and the kick weights each summing to 1. The bound says that its unbroken stability interval, starting at \(h\omega=0\), reaches at most to \(h\omega=2m\), the value for \(m\) equal Verlet substeps.

```lean
import Mathlib

open Polynomial

namespace VerletStabilityLimit

noncomputable section
```

## Kicks and drifts as matrices

Let \(q\) be the position and \(v\) the velocity times \(h\). A kick of weight \(b\) gives \(v'=v-bzq\), and a drift of weight \(a\) then gives \(q'=q+av'=(1-abz)q+av\). In Lean, `X` stands for \(z\).

```lean
/-- One stage for a harmonic oscillator, acting on (position, step size times velocity):
a kick of weight `b`, then a drift of weight `a`. The variable `X` is `z = (hω)²`. -/
def stage (a b : ℝ) : Matrix (Fin 2) (Fin 2) ℝ[X] :=
  !![1 - C (a * b) * X, C a; -(C b * X), 1]
```

An integrator is a list of pairs (drift, kick). Its matrix \(S\), called `step`, is the product of the stages; the last pair in the list acts first.

```lean
/-- The propagation matrix of a splitting integrator with the listed (drift, kick) weights. -/
def step (s : List (ℝ × ℝ)) : Matrix (Fin 2) (Fin 2) ℝ[X] :=
  (s.map fun c => stage c.1 c.2).prod
```

Every stage has determinant 1, so the eigenvalues of \(S\) are reciprocal. If half the trace exceeds 1 in absolute value, one eigenvalue has modulus above 1 and the motion grows exponentially for almost all starting values. The stability condition is therefore placed on the half-trace.

```lean
/-- The stability polynomial: half the trace of the propagation matrix. -/
def halfTrace (s : List (ℝ × ℝ)) : ℝ[X] := C (1 / 2) * (step s).trace
```

The reference integrator has \(m\) stages with \(a=b=1/m\).

```lean
/-- One step divided into `m ≥ 1` equal Verlet substeps in kick-drift (leapfrog) form. -/
def verlet (m : ℕ) : List (ℝ × ℝ) := List.replicate m (1 / (m : ℝ), 1 / (m : ℝ))
```

Its half-trace will turn out to be this polynomial.

```lean
/-- The Chebyshev stability polynomial `T_m(1 - z/(2m²))`, for `m ≥ 1`. -/
def chebyshevStep (m : ℕ) : ℝ[X] :=
  (Chebyshev.T ℝ m).comp (1 - C (1 / (2 * (m : ℝ) ^ 2)) * X)
```

## Value and slope at zero frequency

Let \(A\) and \(B\) be the total drift and kick weights. By induction, \(S_{00}(0)=S_{11}(0)=1\), \(S_{01}(0)=A\), \(S_{10}(0)=0\), \(S_{10}'(0)=-B\) and \(S_{00}'(0)+S_{11}'(0)=-AB\). Multiplying from the left by a new stage \((a,b)\) changes the last sum to
\[
-AB-ab-aB-bA=-(A+a)(B+b).
\]
Each stage raises the degree by at most one. The `cons` case carries out this computation, and `ring` and `linear_combination` close the identities.

```lean
/-- The propagation matrix has entries of degree at most the number of kicks; its entries at
`z = 0`, the slope there of its lower-left entry and the slope there of its trace depend only on the
total weights. -/
theorem step_expansion (s : List (ℝ × ℝ)) :
    (∀ i j, (step s i j).natDegree ≤ s.length) ∧
    (step s 0 0).eval 0 = 1 ∧ (step s 0 1).eval 0 = (s.map Prod.fst).sum ∧
    (step s 1 0).eval 0 = 0 ∧ (step s 1 1).eval 0 = 1 ∧
    (derivative (step s 1 0)).eval 0 = -(s.map Prod.snd).sum ∧
    (derivative (step s 0 0)).eval 0 + (derivative (step s 1 1)).eval 0 =
      -((s.map Prod.fst).sum * (s.map Prod.snd).sum) := by
  induction s with
  | nil =>
    refine ⟨fun i j => ?_, ?_, ?_, ?_, ?_, ?_, ?_⟩
    · by_cases h : i = j <;> simp [step, h]
    all_goals simp [step]
  | cons c s ih =>
    obtain ⟨a, b⟩ := c
    obtain ⟨hd, h1, h2, h3, h4, h5, h6⟩ := ih
    have hc : step ((a, b) :: s) = stage a b * step s := by simp [step]
    have e0 : ∀ j, step ((a, b) :: s) 0 j =
        (1 - C (a * b) * X) * step s 0 j + C a * step s 1 j := fun j => by
      rw [hc, Matrix.mul_apply, Fin.sum_univ_two]; rfl
    have e1 : ∀ j, step ((a, b) :: s) 1 j =
        -(C b * X) * step s 0 j + 1 * step s 1 j := fun j => by
      rw [hc, Matrix.mul_apply, Fin.sum_univ_two]; rfl
    have hst : ∀ i k, (stage a b i k).natDegree ≤ 1 := by
      have d0 : (1 - C (a * b) * X : ℝ[X]).natDegree ≤ 1 := by compute_degree
      have d1 : (-(C b * X) : ℝ[X]).natDegree ≤ 1 := by compute_degree
      intro i k
      fin_cases i <;> fin_cases k
      · exact d0
      · exact (natDegree_C a).le.trans zero_le_one
      · exact d1
      · exact natDegree_one.le.trans zero_le_one
    refine ⟨fun i j => ?_, ?_, ?_, ?_, ?_, ?_, ?_⟩
    · rw [hc, Matrix.mul_apply]
      refine natDegree_sum_le_of_forall_le _ _ fun k _ => natDegree_mul_le.trans ?_
      have u := hst i k
      have v := hd k j
      simp only [List.length_cons]
      omega
    all_goals simp only [e0, e1, derivative_add, derivative_sub, derivative_neg, derivative_mul,
      derivative_C, derivative_X, derivative_one, eval_add, eval_sub, eval_neg, eval_mul, eval_C,
      eval_X, eval_one, eval_zero, List.map_cons, List.sum_cons, h1, h2, h3, h4, h5]
    · ring
    · ring
    · ring
    · ring
    · ring
    · linear_combination h6
```

Halving the trace gives value 1 and slope \(-AB/2\).

```lean
/-- The stability polynomial has degree at most the number of kicks, value 1 at `z = 0`, and
slope there equal to minus half the product of total drift and total kick weight. -/
theorem halfTrace_expansion (s : List (ℝ × ℝ)) :
    (halfTrace s).natDegree ≤ s.length ∧ (halfTrace s).eval 0 = 1 ∧
    (derivative (halfTrace s)).eval 0 =
      -((s.map Prod.fst).sum * (s.map Prod.snd).sum) / 2 := by
  obtain ⟨hd, h1, -, -, h4, -, h6⟩ := step_expansion s
  rw [halfTrace, Matrix.trace_fin_two]
  refine ⟨(natDegree_C_mul_le _ _).trans
    (natDegree_add_le_of_degree_le (hd 0 0) (hd 1 1)), ?_, ?_⟩
  · rw [eval_mul, eval_C, eval_add, h1, h4]; norm_num
  · rw [derivative_C_mul, eval_mul, eval_C, derivative_add, eval_add, h6]; ring
```

## Verlet substeps give a Chebyshev polynomial

If \(\det M=1\) and \(\operatorname{tr}M=2c\), Cayley–Hamilton reads \(M^2=2cM-I\). Multiplying by \(M^k\) and taking the trace,
\[
\operatorname{tr}M^{k+2}=2c\,\operatorname{tr}M^{k+1}-\operatorname{tr}M^k .
\]
This is the Chebyshev recurrence, with starting values \(2\) and \(2c\), so \(\operatorname{tr}M^n=2T_n(c)\). Lean checks the matrix identity entry by entry and then uses two-step induction.

```lean
/-- For a propagation matrix of determinant 1 and half-trace `c`, the half-trace of `n`
repeated steps is `T_n(c)`. -/
theorem trace_pow (M : Matrix (Fin 2) (Fin 2) ℝ[X]) (c : ℝ[X]) (hd : M.det = 1)
    (ht : M.trace = 2 * c) (n : ℕ) : (M ^ n).trace = 2 * (Chebyshev.T ℝ n).comp c := by
  -- Cayley-Hamilton gives the Chebyshev recurrence
  have hM : M * M = (2 * c) • M - 1 := by
    have o1 : (1 : Matrix (Fin 2) (Fin 2) ℝ[X]) 0 1 = 0 := by simp
    have o2 : (1 : Matrix (Fin 2) (Fin 2) ℝ[X]) 1 0 = 0 := by simp
    rw [Matrix.det_fin_two] at hd
    rw [Matrix.trace_fin_two] at ht
    refine Matrix.ext (Fin.forall_fin_two.2
      ⟨Fin.forall_fin_two.2 ⟨?_, ?_⟩, Fin.forall_fin_two.2 ⟨?_, ?_⟩⟩)
    all_goals simp only [Matrix.mul_apply, Fin.sum_univ_two, Matrix.sub_apply,
      Matrix.smul_apply, smul_eq_mul, Matrix.one_apply_eq, o1, o2]
    · linear_combination M 0 0 * ht - hd
    · linear_combination M 0 1 * ht
    · linear_combination M 1 0 * ht
    · linear_combination M 1 1 * ht - hd
  have hr : ∀ k : ℕ, (M ^ (k + 2)).trace = 2 * c * (M ^ (k + 1)).trace - (M ^ k).trace := by
    intro k
    rw [pow_add M k 2, pow_two M, hM, mul_sub, mul_one, Matrix.mul_smul, ← pow_succ,
      Matrix.trace_sub, Matrix.trace_smul, smul_eq_mul]
  have two : (2 : ℝ[X]).comp c = 2 := by simp
  induction n using Nat.twoStepInduction with
  | zero => simp
  | one => simpa using ht
  | more n h0 h1 =>
    rw [hr, h1, h0]
    push_cast
    rw [Chebyshev.T_add_two]
    simp only [Polynomial.sub_comp, Polynomial.mul_comp, Polynomial.X_comp, two]
    ring
```

One Verlet substep has trace \(2-z/m^2\), hence \(c=1-z/(2m^2)\).

```lean
/-- The stability polynomial of `m` Verlet substeps is `T_m(1 - z/(2m²))`. -/
theorem halfTrace_verlet (m : ℕ) : halfTrace (verlet m) = chebyshevStep m := by
  have hs : step (verlet m) = stage (1 / (m : ℝ)) (1 / (m : ℝ)) ^ m := by
    simp [step, verlet]
  have h : (C (1 / (2 * (m : ℝ) ^ 2)) + C (1 / (2 * (m : ℝ) ^ 2)) : ℝ[X]) =
      C (1 / (m : ℝ) * (1 / (m : ℝ))) := by
    rw [← C_add]; congr 1; ring
  have h2 : (C (1 / 2) : ℝ[X]) * 2 = 1 := by
    rw [show (2 : ℝ[X]) = C 2 from (map_ofNat C 2).symm, ← C_mul]; norm_num
  rw [halfTrace, hs, trace_pow _ (1 - C (1 / (2 * (m : ℝ) ^ 2)) * X), ← mul_assoc, h2, one_mul,
    chebyshevStep]
  · rw [stage, Matrix.det_fin_two_of, C_mul]; ring
  · rw [stage, Matrix.trace_fin_two_of]; linear_combination X * h
```

Setting \(z=2m^2(1-\cos\theta)\) gives \(c=\cos\theta\), and \(T_m(\cos\theta)=\cos m\theta\).

```lean
/-- For `m ≥ 1`, at `z = 2m²(1 - cos θ)` the Chebyshev stability polynomial is `cos(mθ)`. -/
theorem chebyshevStep_cos {m : ℕ} (hm : 0 < m) (θ : ℝ) :
    (chebyshevStep m).eval (2 * (m : ℝ) ^ 2 * (1 - Real.cos θ)) = Real.cos (m * θ) := by
  have hm' : (m : ℝ) ≠ 0 := by positivity
  have h : 1 / (2 * (m : ℝ) ^ 2) * (2 * (m : ℝ) ^ 2 * (1 - Real.cos θ)) = 1 - Real.cos θ := by
    field_simp
  rw [chebyshevStep, eval_comp, eval_sub, eval_one, eval_mul, eval_C, eval_X, h, sub_sub_cancel,
    Chebyshev.T_real_cos, Int.cast_natCast]
```

Every \(z\in[0,4m^2]\) has this form, with \(\theta=\arccos(1-z/(2m^2))\), so the polynomial is bounded by 1 there. Its slope \(-\tfrac12\) follows from the weights \(A=B=1\).

```lean
/-- For `m ≥ 1` the polynomial `T_m(1 - z/(2m²))` has degree at most `m`, value 1 and slope
`-1/2` at `z = 0`, and is bounded by 1 in absolute value on `[0, 4m²]`. -/
theorem chebyshevStep_attains {m : ℕ} (hm : 0 < m) :
    (chebyshevStep m).natDegree ≤ m ∧ (chebyshevStep m).eval 0 = 1 ∧
    (derivative (chebyshevStep m)).eval 0 = -1 / 2 ∧
    ∀ z ∈ Set.Icc (0 : ℝ) (4 * (m : ℝ) ^ 2), |(chebyshevStep m).eval z| ≤ 1 := by
  have hm' : (m : ℝ) ≠ 0 := by positivity
  obtain ⟨h1, h2, h3⟩ := halfTrace_expansion (verlet m)
  rw [halfTrace_verlet] at h1 h2 h3
  refine ⟨by simpa [verlet] using h1, h2, ?_, fun z hz => ?_⟩
  · rw [h3]; simp [verlet, hm']
  · have hp : 0 < 2 * (m : ℝ) ^ 2 := by positivity
    have l0 : 0 ≤ z / (2 * (m : ℝ) ^ 2) := div_nonneg hz.1 hp.le
    have l2 : z / (2 * (m : ℝ) ^ 2) ≤ 2 := by rw [div_le_iff₀ hp]; linarith [hz.2]
    have hd : 2 * (m : ℝ) ^ 2 * (z / (2 * (m : ℝ) ^ 2)) = z := by field_simp
    have e : z = 2 * (m : ℝ) ^ 2 *
        (1 - Real.cos (Real.arccos (1 - z / (2 * (m : ℝ) ^ 2)))) := by
      rw [Real.cos_arccos (by linarith) (by linarith)]
      linear_combination -hd
    rw [e, chebyshevStep_cos hm]
    exact Real.abs_cos_le_one _
```

## Comparing slopes at the origin

Take nodes \(0<z_0<\dots<z_{m-1}\) and a polynomial \(R\) of degree below \(m\). Lagrange interpolation gives
\[
R(0)=\sum_{k=0}^{m-1}R(z_k)\prod_{j\ne k}\frac{-z_j}{z_k-z_j}.
\]
A factor is negative for \(j<k\) and positive for \(j>k\), so the product has sign \((-1)^k\). If \((-1)^kR(z_k)\le0\) for all \(k\), every term is nonpositive.

```lean
/-- Let `R` have degree below `m`, and take `m` increasing positive nodes. If the values of `R`
there alternate weakly in sign, starting nonpositive, then `R(0) ≤ 0`. -/
theorem eval_zero_nonpos {m : ℕ} (z : ℕ → ℝ) (hpos : ∀ k < m, 0 < z k)
    (hmono : ∀ j k, j < k → k < m → z j < z k) (R : ℝ[X]) (hdeg : R.degree < m)
    (hs : ∀ k < m, (-1) ^ k * R.eval (z k) ≤ 0) : R.eval 0 ≤ 0 := by
  have inj : Set.InjOn z (Finset.range m) := by
    intro i hi j hj h
    have hi' : i < m := by simpa using hi
    have hj' : j < m := by simpa using hj
    rcases lt_trichotomy i j with l | l | l
    · exact absurd h (hmono i j l hj').ne
    · exact l
    · exact absurd h.symm (hmono j i l hi').ne
  have hR := Lagrange.eq_interpolate (f := R) inj (by simpa using hdeg)
  rw [hR, Lagrange.interpolate_apply, eval_finsetSum]
  refine Finset.sum_nonpos fun k hk => ?_
  have hk' : k < m := Finset.mem_range.1 hk
  -- the k-th Lagrange basis polynomial has sign (-1)^k at the origin
  have hb : 0 ≤ (-1) ^ k * (Lagrange.basis (Finset.range m) z k).eval 0 := by
    have hf : ((Finset.range m).erase k).filter (fun j => j < k) = Finset.range k := by
      ext j
      simp only [Finset.mem_filter, Finset.mem_erase, Finset.mem_range]
      omega
    have hsign : ∏ j ∈ (Finset.range m).erase k, (if j < k then (-1 : ℝ) else 1) = (-1) ^ k := by
      rw [Finset.prod_ite, Finset.prod_const, Finset.prod_const_one, mul_one, hf,
        Finset.card_range]
    rw [← hsign, Lagrange.basis, eval_prod, ← Finset.prod_mul_distrib]
    refine Finset.prod_nonneg fun j hj => ?_
    obtain ⟨hjk, hj'⟩ := Finset.mem_erase.1 hj
    have hjm : j < m := Finset.mem_range.1 hj'
    simp only [Lagrange.basisDivisor, eval_mul, eval_C, eval_sub, eval_X]
    rcases lt_or_gt_of_ne hjk with l | l
    · have d : 0 < (z k - z j)⁻¹ := inv_pos.2 (sub_pos.2 (hmono j k l hk'))
      rw [if_pos l]
      nlinarith [mul_pos d (hpos j hjm)]
    · have d : (z k - z j)⁻¹ < 0 := inv_lt_zero.2 (sub_neg.2 (hmono k j l hjm))
      rw [if_neg (by omega)]
      nlinarith [mul_neg_of_neg_of_pos d (hpos j hjm)]
  have h1 : (-1 : ℝ) ^ k * (-1) ^ k = 1 := by rw [← mul_pow]; norm_num
  have h := mul_nonpos_iff.2 (Or.inr ⟨hs k hk', hb⟩)
  rw [eval_mul, eval_C]
  linear_combination h - (R.eval (z k) * (Lagrange.basis (Finset.range m) z k).eval 0) * h1
```

Let \(Q\) be the Chebyshev polynomial above and \(p\) a polynomial of degree at most \(m\) with \(p(0)=1\) and \(|p|\le1\) on \([0,4m^2]\). Then \(Q-p=zR\), where \(R\) has degree below \(m\) and \(R(0)=-\tfrac12-p'(0)\). With \(\theta_k=(k+1)\pi/m\) and \(z_k=2m^2(1-\cos\theta_k)\) for \(0\le k<m\), we have \(Q(z_k)=(-1)^{k+1}\), so
\[
(-1)^k z_kR(z_k)=-1-(-1)^kp(z_k)\le0 .
\]
Hence \(R(0)\le0\), which means \(p'(0)\ge-\tfrac12\).

```lean
/-- For `m ≥ 1`, a polynomial of degree at most `m` with value 1 at `z = 0` and absolute value
at most 1 on `[0, 4m²]` has slope at least `-1/2` at `z = 0`. -/
theorem slope_bound {m : ℕ} (hm : 0 < m) (p : ℝ[X]) (hdeg : p.natDegree ≤ m)
    (h0 : p.eval 0 = 1) (hp : ∀ z ∈ Set.Icc (0 : ℝ) (4 * (m : ℝ) ^ 2), |p.eval z| ≤ 1) :
    -1 / 2 ≤ (derivative p).eval 0 := by
  have hm' : (0 : ℝ) < m := by positivity
  obtain ⟨q1, q2, q3, -⟩ := chebyshevStep_attains hm
  obtain ⟨R, hR⟩ : X ∣ chebyshevStep m - p := by
    rw [X_dvd_iff, coeff_zero_eq_eval_zero, eval_sub, q2, h0, sub_self]
  have hR0 := congrArg (fun f => (derivative f).eval 0) hR
  simp only [derivative_sub, derivative_mul, derivative_X, eval_sub, eval_add, eval_mul,
    eval_X, one_mul, zero_mul, add_zero, q3] at hR0
  have hRdeg : R.degree < m := by
    rw [degree_lt_iff_coeff_zero]
    intro n hn
    rw [← coeff_X_mul, ← hR, coeff_sub, coeff_eq_zero_of_natDegree_lt (by omega),
      coeff_eq_zero_of_natDegree_lt (by omega), sub_zero]
  -- the extrema of the Chebyshev polynomial serve as nodes
  obtain ⟨θ, hθ⟩ : ∃ θ : ℕ → ℝ, ∀ k, θ k = ((k + 1 : ℕ) : ℝ) * Real.pi / m :=
    ⟨_, fun _ => rfl⟩
  have tpos : ∀ k, 0 < θ k := fun k => by rw [hθ]; positivity
  have tle : ∀ k < m, θ k ≤ Real.pi := fun k hk => by
    have hk' : ((k + 1 : ℕ) : ℝ) ≤ m := Nat.cast_le.2 hk
    rw [hθ, div_le_iff₀ hm']
    nlinarith [Real.pi_pos]
  have tmono : ∀ j k, j < k → θ j < θ k := fun j k h => by
    rw [hθ, hθ]
    gcongr
  have zpos : ∀ k < m, 0 < 2 * (m : ℝ) ^ 2 * (1 - Real.cos (θ k)) := fun k hk => by
    have h := Real.cos_lt_cos_of_nonneg_of_le_pi le_rfl (tle k hk) (tpos k)
    rw [Real.cos_zero] at h
    exact mul_pos (by positivity) (sub_pos.2 h)
  have key : R.eval 0 ≤ 0 := by
    refine eval_zero_nonpos (fun k => 2 * (m : ℝ) ^ 2 * (1 - Real.cos (θ k))) zpos
      (fun j k hjk hk => ?_) R hRdeg (fun k hk => ?_)
    · have h := Real.cos_lt_cos_of_nonneg_of_le_pi (tpos j).le (tle k hk) (tmono j k hjk)
      exact mul_lt_mul_of_pos_left (by linarith) (by positivity)
    · have hq := chebyshevStep_cos hm (θ k)
      have ha : (m : ℝ) * θ k = ((k + 1 : ℕ) : ℝ) * Real.pi := by rw [hθ]; field_simp
      rw [ha, Real.cos_nat_mul_pi, pow_succ (-1 : ℝ) k] at hq
      have hz := zpos k hk
      have hb := abs_le.1 (hp (2 * (m : ℝ) ^ 2 * (1 - Real.cos (θ k))) ⟨hz.le, by
        nlinarith [mul_nonneg (sq_nonneg (m : ℝ))
          (by linarith [Real.neg_one_le_cos (θ k)] : 0 ≤ 1 + Real.cos (θ k))]⟩)
      have he := congrArg (eval (2 * (m : ℝ) ^ 2 * (1 - Real.cos (θ k)))) hR
      rw [eval_sub, eval_mul, eval_X, hq] at he
      refine le_of_not_gt fun hn => ?_
      have hzn := mul_pos hz hn
      rcases neg_one_pow_eq_or ℝ k with h | h <;> rw [h] at he hzn <;> linarith [hb.1, hb.2]
  linarith
```

## The stability limit

For \(L>0\) and \(m\ge1\), put \(p(z)=P(Lz/(4m^2))\). Its slope at zero is \(-L/(8m^2)\ge-\tfrac12\), so \(L\le4m^2\). The case \(L\le0\) is immediate, and \(m=0\) contradicts the slope condition. In the statement, `natDegree` bounds the degree, `eval 0` is the value at zero, and `Set.Icc 0 L` is the closed interval.

```lean
/-- Stability limit: a polynomial of degree at most `m` with value 1 and slope `-1/2` at
`z = 0`, and absolute value at most 1 on `[0, L]`, has `L ≤ 4m²`. -/
theorem stability_limit {m : ℕ} {L : ℝ} (P : ℝ[X]) (hdeg : P.natDegree ≤ m)
    (h0 : P.eval 0 = 1) (h1 : (derivative P).eval 0 = -1 / 2)
    (hP : ∀ z ∈ Set.Icc 0 L, |P.eval z| ≤ 1) : L ≤ 4 * (m : ℝ) ^ 2 := by
  rcases Nat.eq_zero_or_pos m with rfl | hm
  · rw [eq_C_of_natDegree_le_zero hdeg, derivative_C, eval_zero] at h1
    norm_num at h1
  rcases le_total L 0 with hL | hL
  · exact hL.trans (by positivity)
  have hp : 0 < 4 * (m : ℝ) ^ 2 := by positivity
  -- stretch the stability interval to the Verlet one and compare slopes
  have hs := slope_bound hm (P.comp (C (L / (4 * (m : ℝ) ^ 2)) * X)) ?_ ?_ ?_
  · rw [derivative_comp, derivative_C_mul, derivative_X, mul_one, eval_mul, eval_C, eval_comp,
      eval_mul, eval_X, mul_zero, h1] at hs
    exact (div_le_one hp).1 (by linarith)
  · have hx : (C (L / (4 * (m : ℝ) ^ 2)) * X : ℝ[X]).natDegree ≤ 1 := by compute_degree
    exact natDegree_comp_le.trans ((Nat.mul_le_mul hdeg hx).trans (mul_one m).le)
  · rw [eval_comp, eval_mul, eval_X, mul_zero, h0]
  · intro z hz
    rw [eval_comp, eval_mul, eval_C, eval_X]
    refine hP _ ⟨mul_nonneg (div_nonneg hL hp.le) hz.1, ?_⟩
    calc L / (4 * (m : ℝ) ^ 2) * z ≤ L / (4 * (m : ℝ) ^ 2) * (4 * (m : ℝ) ^ 2) :=
          mul_le_mul_of_nonneg_left hz.2 (div_nonneg hL hp.le)
      _ = L := div_mul_cancel₀ L hp.ne'
```

For an integrator, `ha` and `hb` are the consistency conditions \(A=B=1\): free flight over the full step, and the full impulse of a constant force. They give slope \(-\tfrac12\), and `s.length` counts the kicks.

```lean
/-- If the drift weights and the kick weights of a splitting integrator each sum to 1, and its
half-trace is at most 1 in absolute value for `(hω)²` in `[0, L]`, then `L` is at most four
times the squared number of kicks. -/
theorem splitting_limit {L : ℝ} (s : List (ℝ × ℝ)) (ha : (s.map Prod.fst).sum = 1)
    (hb : (s.map Prod.snd).sum = 1) (hs : ∀ z ∈ Set.Icc 0 L, |(halfTrace s).eval z| ≤ 1) :
    L ≤ 4 * (s.length : ℝ) ^ 2 := by
  obtain ⟨h1, h2, h3⟩ := halfTrace_expansion s
  exact stability_limit (halfTrace s) h1 h2 (by rw [h3, ha, hb, mul_one]) hs

end

end VerletStabilityLimit
```

```lean
#print axioms VerletStabilityLimit.halfTrace_verlet
#print axioms VerletStabilityLimit.splitting_limit
```

```
'VerletStabilityLimit.halfTrace_verlet' depends on axioms: [propext, Classical.choice, Quot.sound]
'VerletStabilityLimit.splitting_limit' depends on axioms: [propext, Classical.choice, Quot.sound]
```

## Slope, force count and anharmonic forces

A nonzero slope at the origin is needed: \(P=1\) has slope 0 and satisfies the other conditions for every \(L\).

Kicks are easily miscounted. Written as a list, kick–drift–kick Verlet has length 2 and gets only \(L\le16\), although its last force is used again in the next step. A cyclic shift, which preserves the trace, merges the two half kicks; the list then has length 1 and the bound is 4. An initial drift, as in drift–kick–drift Verlet, fits into a list only after an extra kick of weight 0; a cyclic shift moves this drift to the end of the step and removes the extra kick.

At \(z=4m^2\) itself the Verlet half-trace is \(\pm1\), but the motion grows linearly for almost all starting values, so keeping every trajectory bounded requires \(h\omega<2m\). All of this concerns a harmonic mode; the theorems don't guarantee stability in an anharmonic force field.
